# A diagonal compliance constant survives every linear change of the other coordinates; a force constant need not

Let \(H\) be a real symmetric positive definite Hessian in displacement coordinates \(q\), and let \(q' = Aq\) be an invertible linear change of coordinates that keeps the coordinate \(q_i\), so that row \(i\) of \(A\) is the unit vector \(e_i\). Then the new Hessian \(H' = (A^{-1})^T H A^{-1}\) satisfies \((H'^{-1})_{ii} = (H^{-1})_{ii}\), whereas a two-coordinate example has \(H'_{ii} \neq H_{ii}\).

In Lean 4 with Mathlib:

```lean
import Mathlib

open Matrix

namespace ComplianceInvariance

noncomputable section

variable {n : Type*} [Fintype n] [DecidableEq n]

/-- Harmonic energy `½ qᵀ H q` of a displacement `q` for the Hessian `H`. -/
def harmonicEnergy (H : Matrix n n ℝ) (q : n → ℝ) : ℝ := 1 / 2 * (q ⬝ᵥ H *ᵥ q)

/-- Hessian `A⁻ᵀ H A⁻¹` in the new coordinates `q' = A q`. -/
def transformedHessian (A H : Matrix n n ℝ) : Matrix n n ℝ := (A⁻¹)ᵀ * H * A⁻¹

/-- Compliance matrix: the inverse of the Hessian. -/
def compliance (H : Matrix n n ℝ) : Matrix n n ℝ := H⁻¹

omit [DecidableEq n] in
/-- The quadratic form of `Bᵀ H B` at `x` is the quadratic form of `H` at `B x`. -/
theorem quadratic_form_congruence (B H : Matrix n n ℝ) (x : n → ℝ) :
    x ⬝ᵥ (Bᵀ * H * B) *ᵥ x = (B *ᵥ x) ⬝ᵥ H *ᵥ (B *ᵥ x) := by
  rw [Matrix.mul_assoc, ← Matrix.mulVec_mulVec, Matrix.dotProduct_mulVec,
    Matrix.vecMul_transpose, ← Matrix.mulVec_mulVec]

/-- The transformed Hessian assigns to `q' = A q` the harmonic energy that `H` assigns to `q`. -/
theorem energy_transformed {A : Matrix n n ℝ} (hA : IsUnit A.det) (H : Matrix n n ℝ)
    (q : n → ℝ) : harmonicEnergy (transformedHessian A H) (A *ᵥ q) = harmonicEnergy H q := by
  have hq : A⁻¹ *ᵥ (A *ᵥ q) = q := by
    rw [Matrix.mulVec_mulVec, Matrix.nonsing_inv_mul _ hA, Matrix.one_mulVec]
  unfold harmonicEnergy transformedHessian
  rw [quadratic_form_congruence, hq]

/-- An invertible change of coordinates keeps the Hessian positive definite. -/
theorem transformed_posDef {A H : Matrix n n ℝ} (hA : IsUnit A.det) (hH : H.PosDef) :
    (transformedHessian A H).PosDef := by
  unfold transformedHessian
  rw [Matrix.posDef_iff_dotProduct_mulVec]
  constructor
  · have h := Matrix.isHermitian_conjTranspose_mul_mul A⁻¹ hH.isHermitian
    rwa [Matrix.conjTranspose_eq_transpose_of_trivial] at h
  · intro x hx
    have hne : A⁻¹ *ᵥ x ≠ 0 := by
      intro h0
      apply hx
      have h1 : A *ᵥ (A⁻¹ *ᵥ x) = x := by
        rw [Matrix.mulVec_mulVec, Matrix.mul_nonsing_inv _ hA, Matrix.one_mulVec]
      rw [← h1, h0, Matrix.mulVec_zero]
    have h := hH.dotProduct_mulVec_pos hne
    rw [star_trivial] at h
    rw [star_trivial, quadratic_form_congruence]
    exact h

/-- The compliance matrix transforms as `C' = A C Aᵀ`, so that `C'ᵢⱼ` depends on `A` only
through its rows `i` and `j`. -/
theorem compliance_transformed {A H : Matrix n n ℝ} (hA : IsUnit A.det) (hH : H.PosDef) :
    compliance (transformedHessian A H) = A * compliance H * Aᵀ ∧
      ∀ i j, compliance (transformedHessian A H) i j = A i ⬝ᵥ compliance H *ᵥ A j := by
  have hHd : IsUnit H.det := (Matrix.isUnit_iff_isUnit_det H).1 hH.isUnit
  have h : compliance (transformedHessian A H) = A * compliance H * Aᵀ := by
    unfold compliance transformedHessian
    apply Matrix.inv_eq_right_inv
    calc (A⁻¹)ᵀ * H * A⁻¹ * (A * H⁻¹ * Aᵀ)
        = (A⁻¹)ᵀ * (H * ((A⁻¹ * A) * H⁻¹)) * Aᵀ := by simp only [Matrix.mul_assoc]
      _ = 1 := by
        rw [Matrix.nonsing_inv_mul _ hA, Matrix.one_mul, Matrix.mul_nonsing_inv _ hHd,
          Matrix.mul_one, ← Matrix.transpose_mul, Matrix.mul_nonsing_inv _ hA,
          Matrix.transpose_one]
  refine ⟨h, fun i j => ?_⟩
  rw [h, Matrix.mul_assoc]
  simp only [Matrix.mul_apply, dotProduct, Matrix.mulVec, Matrix.transpose_apply]

/-- If the change of coordinates keeps `qᵢ` and `qⱼ` (rows `i` and `j` of `A` are the unit
vectors), the new Hessian is positive definite and has the same compliance constant `Cᵢⱼ`. -/
theorem compliance_invariant {A H : Matrix n n ℝ} (hA : IsUnit A.det) (hH : H.PosDef) {i j : n}
    (hi : A i = Pi.single i 1) (hj : A j = Pi.single j 1) :
    (transformedHessian A H).PosDef ∧
      compliance (transformedHessian A H) i j = compliance H i j := by
  refine ⟨transformed_posDef hA hH, ?_⟩
  rw [(compliance_transformed hA hH).2, hi, hj]
  simp [Matrix.mulVec, dotProduct, Pi.single_apply]

/-- An invertible change of coordinates preserves `Cᵢᵢ` for every positive definite Hessian
exactly when row `i` of `A` is plus or minus the `i`-th unit vector. -/
theorem compliance_invariant_iff {A : Matrix n n ℝ} (hA : IsUnit A.det) (i : n) :
    (∀ H : Matrix n n ℝ, H.PosDef →
        compliance (transformedHessian A H) i i = compliance H i i) ↔
      (A i = Pi.single i 1 ∨ A i = -Pi.single i 1) := by
  constructor
  · intro h
    -- test on diagonal compliance matrices
    have hd : ∀ d : n → ℝ, (∀ k, 0 < d k) → ∑ k, d k * A i k ^ 2 = d i := by
      intro d hpos
      have hD : (Matrix.diagonal d).PosDef := Matrix.posDef_diagonal_iff.2 hpos
      have h1 := h _ hD.inv
      rw [(compliance_transformed hA hD.inv).2] at h1
      unfold compliance at h1
      rw [Matrix.nonsing_inv_nonsing_inv _ ((Matrix.isUnit_iff_isUnit_det _).1 hD.isUnit),
        Matrix.diagonal_apply_eq] at h1
      refine Eq.trans ?_ h1
      unfold dotProduct
      refine Finset.sum_congr rfl fun k _ => ?_
      rw [Matrix.mulVec_diagonal]
      ring
    have hsq : ∀ j, A i j ^ 2 = if i = j then 1 else 0 := by
      intro j
      have h1 := hd (fun _ => 1) (fun _ => one_pos)
      have h2 := hd (fun k => 1 + if k = j then 1 else 0)
        (fun k => by split_ifs <;> norm_num)
      simp only [add_mul, one_mul, Finset.sum_add_distrib, ite_mul, zero_mul,
        Finset.sum_ite_eq', Finset.mem_univ, if_true] at h1 h2
      linarith
    have hz : ∀ j, j ≠ i → A i j = 0 := by
      intro j hj
      have h1 := hsq j
      rw [if_neg (Ne.symm hj)] at h1
      exact pow_eq_zero_iff (two_ne_zero) |>.1 h1
    have hii : (A i i - 1) * (A i i + 1) = 0 := by
      have h1 := hsq i
      rw [if_pos rfl] at h1
      linear_combination h1
    rcases mul_eq_zero.1 hii with h1 | h1
    · left
      ext j
      by_cases hj : j = i
      · rw [hj, Pi.single_eq_same]; linarith
      · rw [hz j hj, Pi.single_eq_of_ne hj]
    · right
      ext j
      by_cases hj : j = i
      · rw [hj, Pi.neg_apply, Pi.single_eq_same]; linarith
      · rw [hz j hj, Pi.neg_apply, Pi.single_eq_of_ne hj, neg_zero]
  · rintro (h | h) H hH
    · exact (compliance_invariant hA hH h h).2
    · rw [(compliance_transformed hA hH).2, h, neg_dotProduct, Matrix.mulVec_neg,
        dotProduct_neg, neg_neg]
      simp [Matrix.mulVec, dotProduct, Pi.single_apply]

/-- `Cᵢᵢ` is positive, and `t² / (2 Cᵢᵢ)` is the least harmonic energy among all displacements
with `qᵢ = t`, the other coordinates being free to relax. -/
theorem relaxed_energy_isLeast {H : Matrix n n ℝ} (hH : H.PosDef) (i : n) (t : ℝ) :
    0 < compliance H i i ∧
      IsLeast {E | ∃ q : n → ℝ, q i = t ∧ E = harmonicEnergy H q}
        (t ^ 2 / (2 * compliance H i i)) := by
  have hHd : IsUnit H.det := (Matrix.isUnit_iff_isUnit_det H).1 hH.isUnit
  -- c is the response to a unit force on coordinate i
  obtain ⟨c, hc, hci⟩ : ∃ c : n → ℝ, H *ᵥ c = Pi.single i 1 ∧ c i = compliance H i i := by
    refine ⟨H⁻¹ *ᵥ Pi.single i 1, ?_, ?_⟩
    · rw [Matrix.mulVec_mulVec, Matrix.mul_nonsing_inv _ hHd, Matrix.one_mulVec]
    · simp [compliance, Matrix.mulVec, dotProduct, Pi.single_apply]
  have hs : Hᵀ = H := by
    have h := hH.isHermitian.eq
    rwa [Matrix.conjTranspose_eq_transpose_of_trivial] at h
  have hq : ∀ q : n → ℝ, q ⬝ᵥ H *ᵥ c = q i := fun q => by rw [hc]; simp
  have hsym : ∀ q : n → ℝ, c ⬝ᵥ H *ᵥ q = q i := fun q => by
    rw [← hq q, Matrix.dotProduct_mulVec, ← Matrix.mulVec_transpose, hs]
    exact dotProduct_comm _ _
  have hc0 : c ≠ 0 := by
    intro h0
    have h1 := congrFun hc i
    rw [h0, Matrix.mulVec_zero] at h1
    simp at h1
  have hpos : 0 < c i := by
    have h := hH.dotProduct_mulVec_pos hc0
    rwa [star_trivial, hq] at h
  rw [← hci]
  obtain ⟨s, rfl⟩ : ∃ s, t = s * c i := ⟨t / c i, by field_simp⟩
  have key : (s * c i) ^ 2 / (2 * c i) = s ^ 2 * c i / 2 := by field_simp
  rw [key]
  refine ⟨hpos, ⟨s • c, by simp, ?_⟩, ?_⟩
  · rw [harmonicEnergy, Matrix.mulVec_smul, dotProduct_smul, hq]
    simp only [Pi.smul_apply, smul_eq_mul]
    ring
  · rintro E ⟨q, hqi, rfl⟩
    -- complete the square around the relaxed displacement s • c
    have h0 := hH.posSemidef.dotProduct_mulVec_nonneg (q - s • c)
    rw [star_trivial] at h0
    simp only [Matrix.mulVec_sub, Matrix.mulVec_smul, sub_dotProduct, dotProduct_sub,
      smul_dotProduct, dotProduct_smul, hq, hsym, smul_eq_mul, Pi.sub_apply, Pi.smul_apply,
      hqi] at h0
    unfold harmonicEnergy
    nlinarith [h0]

/-- In every coordinate system that keeps `qᵢ`, the diagonal force constant `H'ᵢᵢ` is at least
the reciprocal compliance `1 / Cᵢᵢ` of the original Hessian. -/
theorem inv_compliance_le_force_constant {A H : Matrix n n ℝ} (hA : IsUnit A.det)
    (hH : H.PosDef) {i : n} (hi : A i = Pi.single i 1) :
    1 / compliance H i i ≤ transformedHessian A H i i := by
  obtain ⟨hP, hC⟩ := compliance_invariant hA hH hi hi
  have h := (relaxed_energy_isLeast hP i 1).2.2 ⟨Pi.single i 1, by simp, rfl⟩
  have e : harmonicEnergy (transformedHessian A H) (Pi.single i 1)
      = 1 / 2 * transformedHessian A H i i := by
    simp [harmonicEnergy, Matrix.mulVec, dotProduct, Pi.single_apply]
  have e2 : (1 : ℝ) ^ 2 / (2 * compliance H i i) = 1 / 2 * (1 / compliance H i i) := by ring
  rw [e, hC, e2] at h
  linarith

/-- Hessian of two coupled coordinates. -/
def coupledHessian : Matrix (Fin 2) (Fin 2) ℝ := !![2, 1; 1, 2]

/-- Change of coordinates `q₀' = q₀`, `q₁' = q₁ - s q₀`. -/
def shear (s : ℝ) : Matrix (Fin 2) (Fin 2) ℝ := !![1, 0; -s, 1]

/-- For the coupled pair, redefining the second coordinate by a shear keeps the first compliance
constant at `2/3`, while the first force constant becomes `2 + 2s + 2s²`, changed at `s = 1`. -/
theorem force_constant_changes_witness :
    coupledHessian.PosDef ∧
      (∀ s, IsUnit (shear s).det ∧ shear s 0 = Pi.single 0 1 ∧
        compliance (transformedHessian (shear s) coupledHessian) 0 0 = 2 / 3 ∧
        transformedHessian (shear s) coupledHessian 0 0 = 2 + 2 * s + 2 * s ^ 2) ∧
      transformedHessian (shear 1) coupledHessian 0 0 ≠ coupledHessian 0 0 := by
  have hH : coupledHessian.PosDef := by
    rw [Matrix.posDef_iff_dotProduct_mulVec]
    refine ⟨?_, fun x hx => ?_⟩
    · ext i j
      fin_cases i <;> fin_cases j <;> simp [coupledHessian]
    · have e : star x ⬝ᵥ coupledHessian *ᵥ x = x 0 ^ 2 + x 1 ^ 2 + (x 0 + x 1) ^ 2 := by
        simp [coupledHessian, dotProduct, Matrix.mulVec, Fin.sum_univ_two]
        ring
      rw [e]
      by_cases h0 : x 0 = 0
      · have h1 : x 1 ≠ 0 := fun h1 => hx (by ext k; fin_cases k <;> simp [h0, h1])
        positivity
      · positivity
  have hC : compliance coupledHessian = !![2 / 3, -1 / 3; -1 / 3, 2 / 3] := by
    apply Matrix.inv_eq_right_inv
    ext i j
    fin_cases i <;> fin_cases j <;>
      simp [coupledHessian, Matrix.mul_apply, Fin.sum_univ_two] <;> norm_num
  have hF : ∀ s, transformedHessian (shear s) coupledHessian 0 0 = 2 + 2 * s + 2 * s ^ 2 := by
    intro s
    have hinv : (shear s)⁻¹ = !![1, 0; s, 1] := by
      apply Matrix.inv_eq_right_inv
      ext i j
      fin_cases i <;> fin_cases j <;> simp [shear, Matrix.mul_apply, Fin.sum_univ_two]
    rw [transformedHessian, hinv]
    simp [coupledHessian, Matrix.mul_apply, Fin.sum_univ_two]
    ring
  refine ⟨hH, fun s => ?_, ?_⟩
  · have hd : IsUnit (shear s).det := by simp [shear, Matrix.det_fin_two]
    have hr : shear s 0 = Pi.single 0 1 := by
      ext j
      fin_cases j <;> simp [shear]
    refine ⟨hd, hr, ?_, hF s⟩
    rw [(compliance_invariant hd hH hr hr).2, hC]
    simp
  · rw [hF]
    norm_num [coupledHessian]

end

end ComplianceInvariance
```
```lean
#print axioms ComplianceInvariance.energy_transformed
-- 'ComplianceInvariance.energy_transformed' depends on axioms: [propext, Classical.choice, Quot.sound]
#print axioms ComplianceInvariance.compliance_invariant_iff
-- 'ComplianceInvariance.compliance_invariant_iff' depends on axioms: [propext, Classical.choice, Quot.sound]
#print axioms ComplianceInvariance.inv_compliance_le_force_constant
-- 'ComplianceInvariance.inv_compliance_le_force_constant' depends on axioms: [propext, Classical.choice, Quot.sound]
```

## Hessian, compliance and the kept coordinate

The coordinates are labelled by a finite type `n`, and a displacement is a function `n → ℝ`. `harmonicEnergy H q` is \(E_H(q) = \tfrac12 q^T H q\), `transformedHessian A H` is \(H'\), and `compliance H` is \(C = H^{-1}\); the compliance of \(H'\) is written \(C'\). The hypothesis `H.PosDef` contains symmetry as well as \(x^T H x > 0\) for every nonzero vector \(x\), and `IsUnit A.det` says \(\det A \neq 0\). Mathlib assigns the zero matrix as inverse of a singular matrix, and these two hypotheses keep that value out of every statement. `A i` is row \(i\) of \(A\) and `Pi.single i 1` is \(e_i\), so `A i = Pi.single i 1` means \(q'_i = q_i\).

`energy_transformed` states \(E_{H'}(Aq) = E_H(q)\) for any matrix \(H\), which is what makes \(H'\) the Hessian of the same energy in the new coordinates. `compliance_transformed` gives \(C' = A C A^T\) and its entries. The central theorem, `compliance_invariant`, takes two kept coordinates \(i\) and \(j\) and concludes that \(H'\) is positive definite and \(C'_{ij} = C_{ij}\); the opening claim is the case \(j = i\), for any index. `compliance_invariant_iff` is a converse for the diagonal: a fixed invertible \(A\) preserves \(C_{ii}\) for all positive definite \(H\) exactly when row \(i\) is \(e_i\) or \(-e_i\). The quantifier over \(H\) matters, since a particular Hessian can have further rows that happen to reproduce its \(C_{ii}\).

`relaxed_energy_isLeast` states \(C_{ii} > 0\) and that, for each real \(t\), the number \(t^2/(2C_{ii})\) is the least element of the set of energies \(E_H(q)\) with \(q_i = t\); `IsLeast` means that it is attained and is a lower bound. `inv_compliance_le_force_constant` states \(1/C_{ii} \le H'_{ii}\) whenever \(q_i\) is kept. In `force_constant_changes_witness` the indices are 0 and 1, with a real shear parameter \(s\):
\[ H = \begin{pmatrix} 2 & 1 \\ 1 & 2 \end{pmatrix}, \qquad A(s) = \begin{pmatrix} 1 & 0 \\ -s & 1 \end{pmatrix}. \]
For every \(s\) the matrix \(A(s)\) is invertible and keeps \(q_0\), \(C'_{00} = 2/3\) and \(H'_{00} = 2 + 2s + 2s^2\); at \(s = 1\) the force constant differs from \(H_{00}\).

## Rigid and relaxed displacements at a minimum

Positive definiteness stands for a strict, nondegenerate minimum of the potential energy, expanded to second order. The diagonal force constant \(H_{ii}\) is the stiffness met when \(q_i\) is displaced and all other coordinates are held fixed. What "held fixed" means depends on how those coordinates are defined, so \(H_{ii}\) belongs to the whole coordinate system and not to \(q_i\) alone. The compliance constant \(C_{ii}\) is the displacement of \(q_i\) under a unit force conjugate to \(q_i\), with everything else free to respond, and \(1/C_{ii}\) is the stiffness along that relaxed path. Free relaxation refers to no particular choice of the remaining coordinates.

For a Born–Oppenheimer Hessian from an electronic-structure calculation, within the harmonic approximation and for complete nonredundant coordinate sets related by an invertible linear map, the relaxed force constant \(1/C_{ii}\) of a bond is the same in all sets that contain that bond length, while \(H_{ii}\) can differ between them. Several situations are not covered: saddle points and the Cartesian Hessian of a free molecule with its translational and rotational zero modes, where \(H\) is not positive definite, and redundant internal coordinates, which cannot all be displaced independently as the theorems assume. For a nonlinear change of coordinates at a stationary point the Jacobian plays the role of \(A\), a chain-rule argument that the theorems above do not contain.

## The congruence \(C' = A C A^T\)

For matrices \(B, H\) and a vector \(x\), regrouping gives
\[ x^T (B^T H B)\, x = (Bx)^T H (Bx), \]
which is `quadratic_form_congruence`. With \(B = A^{-1}\) and \(x = Aq\) one has \(Bx = q\) (the step `hq`), hence \(E_{H'}(Aq) = E_H(q)\). For positive definiteness, \((B^T H B)^T = B^T H^T B = B^T H B\) gives symmetry. If \(x \neq 0\) then \(A^{-1}x \neq 0\), since otherwise \(x = A A^{-1} x = 0\); this is `hne` in `transformed_posDef`, and then \(x^T H' x = (A^{-1}x)^T H (A^{-1}x) > 0\).

The inverse of \(H'\) is found by checking a candidate:
\[ H' \,(A C A^T) = (A^{-1})^T H\, (A^{-1}A)\, H^{-1} A^T = (A^{-1})^T A^T = (A A^{-1})^T = 1. \]
The `calc` block in `compliance_transformed` is this line, and `Matrix.inv_eq_right_inv` turns a right inverse into the inverse. Writing \(a_i\) for row \(i\) of \(A\), taken as a column vector,
\[ C'_{ij} = \sum_{k,l} A_{ik} C_{kl} A_{jl} = a_i^T C a_j . \]
With \(a_i = e_i\) and \(a_j = e_j\) this is \(C_{ij}\), the substitution that proves `compliance_invariant`.

For the converse, let \(D\) be diagonal with positive entries \(d_k\) and take \(H = D^{-1}\), so \(C = D\). Invariance of \(C_{ii}\) reads \(\sum_k d_k A_{ik}^2 = d_i\), which is `hd`. The choice \(d_k = 1\) gives \(\sum_k A_{ik}^2 = 1\), and for any index \(j\) the choice \(d_k = 1 + \delta_{kj}\), with the Kronecker delta, gives \(\sum_k A_{ik}^2 + A_{ij}^2 = 1 + \delta_{ij}\). Subtracting yields \(A_{ij}^2 = \delta_{ij}\) (`hsq`, closed by `linarith`). The entries with \(j \neq i\) vanish (`hz`), and \((A_{ii} - 1)(A_{ii} + 1) = 0\) (`hii`) leaves the two signs. In the other direction the two minus signs in \((-e_i)^T C (-e_i)\) cancel.

## Completing the square and the lower bound

Let \(c = C e_i\), so that \(Hc = e_i\) and \(c_i = C_{ii}\). Then \(q^T H c = q_i\) for every \(q\), and by symmetry \(c^T H q = q_i\); these are `hq` and `hsym`. Since \(Hc = e_i \neq 0\), also \(c \neq 0\), and \(c_i = c^T H c > 0\). Put \(f = t/c_i\), the force on coordinate \(i\) that produces the displacement \(t\) (the variable `s` in this proof). For any \(q\) with \(q_i = t = f c_i\),
\[ 0 \le (q - fc)^T H (q - fc) = q^T H q - 2 f q_i + f^2 c_i = q^T H q - f^2 c_i . \]
Therefore \(E_H(q) \ge f^2 c_i/2 = t^2/(2C_{ii})\), with equality at \(q = fc\), whose \(i\)-th component is \(t\). The proof supplies `s • c` as the minimiser, expands the square in `h0` and lets `nlinarith` collect the terms.

Now apply this to \(H'\) with \(t = 1\) and the trial displacement \(q' = e_i\), whose energy is \(\tfrac12 H'_{ii}\). It follows that \(\tfrac12 H'_{ii} \ge 1/(2C'_{ii}) = 1/(2C_{ii})\), which is how `inv_compliance_le_force_constant` combines `compliance_invariant`, which supplies positive definiteness of \(H'\) and \(C'_{ii} = C_{ii}\), with `relaxed_energy_isLeast`.

## The sheared pair and a single coordinate

In the example \(x^T H x = x_0^2 + x_1^2 + (x_0 + x_1)^2\), positive unless both components vanish, which is the argument for `hH`. Multiplying out confirms the inverses `hC` and `hinv`:
\[ C = \frac13 \begin{pmatrix} 2 & -1 \\ -1 & 2 \end{pmatrix}, \qquad A(s)^{-1} = \begin{pmatrix} 1 & 0 \\ s & 1 \end{pmatrix}. \]
The displacement \(q' = (1, 0)\) corresponds to \(q = (1, s)\), so holding \(q'_1 = q_1 - s q_0\) fixed moves \(q_1\) by \(s\). Twice its energy is \(H'_{00} = 2 + 2s + 2s^2\) (`hF`), equal to 6 at \(s = 1\) against \(H_{00} = 2\). The value \(C'_{00} = 2/3\) is taken from `compliance_invariant`, without inverting \(H'\). Written as \(\tfrac32 + 2(s + \tfrac12)^2\), the force constant never falls below \(1/C_{00} = 3/2\) and reaches it at \(s = -\tfrac12\), where \((1, -\tfrac12)\) is parallel to the relaxed response \(c = (2/3, -1/3)\).

With a single coordinate, \(H = (h)\) with \(h > 0\) and \(A = (a)\) with \(a \neq 0\), one has \(H' = (h/a^2)\) and \(C' = (a^2/h)\). The compliance is preserved exactly for \(a = \pm 1\), in agreement with the converse. Keeping the coordinate forces \(a = 1\), nothing is left to relax, and the bound holds with equality, so two coordinates are the fewest for which the force constant of a kept coordinate can change.
